# The squared effective moment of one t2g electron with spin-orbit coupling is positive, tends to 5 at high temperature and to 0 at low temperature

An octahedral t2g¹ ion is modelled here as an effective orbital triplet \(l=1\) with a spin \(s=\tfrac12\). The product basis is \(|m,\sigma\rangle\), with \(m=1,0,-1\) and \(\sigma=\uparrow,\downarrow\). The spin-orbit and Zeeman operators are

\[
H=-\zeta\,\mathbf l\cdot\mathbf s,\qquad M=-l_z+2s_z .
\]

The one-electron spin-orbit constant \(\zeta>0\) measures the coupling strength. The orbital signs are reversed because the true angular momentum acts within t2g as minus an \(l=1\) operator. The field points along \(z\), \(M\) is in units of the Bohr magneton, the spin factor is exactly 2, and there is no orbital reduction. Throughout, \(T\) is the thermal energy, usually written \(kT\), and \(x=\zeta/T\).

For eigenstates \(\psi_i\) with energies \(E_i\) and Zeeman elements \(W_{ij}=\langle\psi_i|M|\psi_j\rangle\), the squared effective moment is given by the Van Vleck formula:

\[
\mu^2=3T\,\frac{\sum_i\Big(\dfrac{W_{ii}^2}{T}+2\sum_{j:\,E_j\ne E_i}\dfrac{W_{ij}^2}{E_j-E_i}\Big)e^{-E_i/T}}{\sum_i e^{-E_i/T}} .
\]

It requires eigenstates chosen so that \(W\) is diagonal within each degenerate level.

## Kotani's function for one electron

For \(\zeta,T>0\) the sum over the six states is \(\mu^2=f(\zeta/T)\), with

\[
f(x)=\frac{8+(3x-8)e^{-3x/2}}{x\,(2+e^{-3x/2})} .
\]

This is the one-electron member of Kotani's family of curves for t2gⁿ configurations. It is positive for \(x>0\), tends to 5 as \(x\to0^+\), and satisfies \(x f(x)\to4\) as \(x\to\infty\), so it tends to 0 there.

## The Van Vleck sum in a ligand-field program

One way to compute a susceptibility is to diagonalise the Hamiltonian, transform the Zeeman operator to the eigenbasis and accumulate the sum above, with \(|W_{ij}|^2\) in place of \(W_{ij}^2\) when the elements are complex. For the t2g-only model used here, the result is \(f\); a program that treats the full d shell also includes mixing with the eg orbitals, and its result differs from \(f\). Three numerical points are visible in this small model.

- **Degenerate levels.** A diagonaliser returns an arbitrary basis within each level. In the upper doublet the correct moments are \(\mp1\), but equal-weight combinations of the two states have zero diagonal moment, and the formula then loses their first-order term. One remedy is to diagonalise \(M\) within each level first, with energies grouped by a tolerance, since rounding can split them.
- **Low temperature.** The ground energy is \(-\zeta/2\), so \(e^{-E_i/T}\) can overflow. Measuring energies from the ground level leaves the factors \(1\) and \(e^{-3x/2}\).
- **High temperature.** For small \(x\) the numerator of \(f\) suffers cancellation. The equivalent form \(-8\,\mathrm{expm1}(-3x/2)+3x\,e^{-3x/2}\) avoids it.

At \(x=1\), for instance, \(f\approx3.10\) and \(\mu\approx1.76\) Bohr magnetons.

## From six states to the two limits

**Energies.** We use \(\mathbf l\cdot\mathbf s=l_zs_z+\tfrac12(l_+s_-+l_-s_+)\). The states \(\psi_0=|1,\uparrow\rangle\) and \(\psi_1=|-1,\downarrow\rangle\) have \(\mathbf l\cdot\mathbf s=\tfrac12\). On \(|1,\downarrow\rangle,|0,\uparrow\rangle\) the operator is

\[
\begin{pmatrix}-\tfrac12&\tfrac1{\sqrt2}\\ \tfrac1{\sqrt2}&0\end{pmatrix},
\]

with eigenvalues \(\tfrac12\) and \(-1\). The pair \(|-1,\uparrow\rangle,|0,\downarrow\rangle\) gives the same matrix. The normalised eigenvectors are

\[
\begin{aligned}
\psi_2&=\tfrac1{\sqrt3}\big(|1,\downarrow\rangle+\sqrt2\,|0,\uparrow\rangle\big), &
\psi_3&=\tfrac1{\sqrt3}\big(\sqrt2\,|0,\downarrow\rangle+|-1,\uparrow\rangle\big),\\
\psi_4&=\tfrac1{\sqrt3}\big(-\sqrt2\,|1,\downarrow\rangle+|0,\uparrow\rangle\big), &
\psi_5&=\tfrac1{\sqrt3}\big(|0,\downarrow\rangle-\sqrt2\,|-1,\uparrow\rangle\big).
\end{aligned}
\]

Multiplying by \(-\zeta\) puts \(\psi_0,\dots,\psi_3\) at \(-\zeta/2\) and \(\psi_4,\psi_5\) at \(\zeta\), a gap of \(3\zeta/2\).

**Moments.** In the product basis \(M\) is diagonal. Its values for \((\uparrow,\downarrow)\) are \((0,-2)\) at \(m=1\), \((1,-1)\) at \(m=0\) and \((2,0)\) at \(m=-1\). Hence \(W_{00}=W_{11}=0\), and

\[
W_{22}=\tfrac{-2+2}{3}=0,\quad W_{44}=\tfrac{-4+1}{3}=-1,\quad W_{24}=\tfrac{2\sqrt2+\sqrt2}{3}=\sqrt2 .
\]

Likewise \(W_{33}=0\), \(W_{55}=1\) and \(W_{35}=-\sqrt2\). All other elements vanish, apart from the symmetric partners \(W_{42}\) and \(W_{53}\), because \(M\) conserves \(m+m_s\).

**The sum.** The brackets in the Van Vleck formula are 0 for \(\psi_0,\psi_1\). For \(\psi_2,\psi_3\) each is \(2\cdot2/(3\zeta/2)=8/(3\zeta)\), and for \(\psi_4,\psi_5\) each is \(1/T-8/(3\zeta)\). With \(q=e^{-3x/2}\) and the common factor \(e^{\zeta/(2T)}\) cancelled,

\[
\mu^2=3T\,\frac{\frac{16}{3\zeta}+2\big(\frac1T-\frac{8}{3\zeta}\big)q}{4+2q}
=\frac{8+(3x-8)q}{x(2+q)} .
\]

**Sign and limits.** The numerator is \(8(1-q)+3xq\), which is positive for \(x>0\) because \(0<q<1\). Dividing it by \(x\) gives

\[
f(x)=\frac{8(1-q)/x+3q}{2+q}\;\longrightarrow\;\frac{8\cdot\frac32+3}{3}=5\qquad(x\to0^+),
\]

since the derivative of \(q\) at 0 is \(-\tfrac32\). As \(x\to\infty\), both \(q\) and \(xq\) tend to 0, so

\[
x f(x)=\frac{8+3xq-8q}{2+q}\to4,\qquad f(x)=\frac{x f(x)}{x}\to0 .
\]

## The Lean file

```lean
import Mathlib

open Matrix Filter Topology
open scoped Kronecker

noncomputable section

namespace KotaniMoment

/-- The operator `l_z` of an effective orbital triplet, in the basis `m = 1, 0, -1`. -/
def Lz : Matrix (Fin 3) (Fin 3) ℝ := !![1, 0, 0; 0, 0, 0; 0, 0, -1]

/-- The raising operator of the effective orbital triplet. -/
def Lplus : Matrix (Fin 3) (Fin 3) ℝ := !![0, √2, 0; 0, 0, √2; 0, 0, 0]

/-- The operator `s_z` of a spin one-half, in the basis up, down. -/
def Sz : Matrix (Fin 2) (Fin 2) ℝ := !![1/2, 0; 0, -1/2]

/-- The raising operator of a spin one-half. -/
def Splus : Matrix (Fin 2) (Fin 2) ℝ := !![0, 1; 0, 0]

/-- Spin-orbit coupling `-ζ l·s` of one t2g electron, with `l` the effective orbital momentum. -/
def spinOrbit (ζ : ℝ) : Matrix (Fin 3 × Fin 2) (Fin 3 × Fin 2) ℝ :=
  (-ζ) • (Lz ⊗ₖ Sz + (1/2 : ℝ) • (Lplus ⊗ₖ Splusᵀ + Lplusᵀ ⊗ₖ Splus))

/-- Zeeman operator `-l_z + 2 s_z` for a field along z, in units of the Bohr magneton. -/
def zeeman : Matrix (Fin 3 × Fin 2) (Fin 3 × Fin 2) ℝ :=
  -(Lz ⊗ₖ (1 : Matrix (Fin 2) (Fin 2) ℝ)) + (2 : ℝ) • ((1 : Matrix (Fin 3) (Fin 3) ℝ) ⊗ₖ Sz)

/-- Six coupled states; rows of each table are `m = 1, 0, -1`, columns are spin up and down. -/
def state (k : Fin 6) (p : Fin 3 × Fin 2) : ℝ :=
  (![!![1, 0; 0, 0; 0, 0], !![0, 0; 0, 0; 0, 1],
     !![0, √3/3; √2*√3/3, 0; 0, 0], !![0, 0; 0, √2*√3/3; √3/3, 0],
     !![0, -(√2*√3/3); √3/3, 0; 0, 0], !![0, 0; 0, √3/3; -(√2*√3/3), 0]] :
    Fin 6 → Matrix (Fin 3) (Fin 2) ℝ) k p.1 p.2

/-- Energies of the six states: four at `-ζ/2` and two at `ζ`. -/
def level (ζ : ℝ) : Fin 6 → ℝ := ![-(ζ/2), -(ζ/2), -(ζ/2), -(ζ/2), ζ, ζ]

/-- Matrix elements of the Zeeman operator between the six coupled states. -/
def moment : Matrix (Fin 6) (Fin 6) ℝ :=
  Matrix.of fun i j => state i ⬝ᵥ (zeeman *ᵥ state j)

/-- Van Vleck formula for the squared effective moment at thermal energy `T ≠ 0`, for energies `E`
and Zeeman matrix elements `W` in eigenstates chosen so that `W` is diagonal within each level. -/
def vanVleck {n : ℕ} (E : Fin n → ℝ) (W : Matrix (Fin n) (Fin n) ℝ) (T : ℝ) : ℝ :=
  3 * T * (∑ i, (W i i ^ 2 / T +
    2 * ∑ j, if E j = E i then 0 else W i j ^ 2 / (E j - E i)) * Real.exp (-E i / T)) /
    ∑ i, Real.exp (-E i / T)

/-- Kotani's squared effective moment for t2g^1 as a function of `x = ζ/T`, with `T` the thermal
energy, for `x ≠ 0`. -/
def kotani (x : ℝ) : ℝ :=
  (8 + (3 * x - 8) * Real.exp (-(3 * x / 2))) / (x * (2 + Real.exp (-(3 * x / 2))))

/-- The six coupled states are orthonormal. -/
theorem state_orthonormal (i j : Fin 6) :
    state i ⬝ᵥ state j = if i = j then 1 else 0 := by
  have h2 : √2 ^ 2 = (2 : ℝ) := Real.sq_sqrt (by norm_num)
  have h3 : √3 ^ 2 = (3 : ℝ) := Real.sq_sqrt (by norm_num)
  fin_cases i <;> fin_cases j <;>
    simp [state, dotProduct, Fintype.sum_prod_type, Fin.sum_univ_succ] <;>
    ring_nf <;> norm_num [h2, h3]

/-- Each coupled state is an eigenstate of the spin-orbit coupling with its listed energy. -/
theorem spinOrbit_state (ζ : ℝ) (k : Fin 6) :
    spinOrbit ζ *ᵥ state k = level ζ k • state k := by
  have h2 : √2 ^ 2 = (2 : ℝ) := Real.sq_sqrt (by norm_num)
  ext ⟨a, b⟩
  fin_cases k <;> fin_cases a <;> fin_cases b <;>
    simp [spinOrbit, state, level, Lz, Lplus, Sz, Splus, Matrix.mulVec, dotProduct,
      Fintype.sum_prod_type, Fin.sum_univ_succ] <;>
    ring_nf <;> simp only [h2] <;> ring

set_option maxHeartbeats 400000 in
/-- The Zeeman matrix: no first-order moment in the quartet, moments `∓1` in the doublet, and
elements `±√2` between the two levels. -/
theorem moment_eq : moment =
    !![0, 0, 0, 0, 0, 0; 0, 0, 0, 0, 0, 0; 0, 0, 0, 0, √2, 0;
       0, 0, 0, 0, 0, -√2; 0, 0, √2, 0, -1, 0; 0, 0, 0, -√2, 0, 1] := by
  have h2 : √2 ^ 2 = (2 : ℝ) := Real.sq_sqrt (by norm_num)
  have h3 : √3 ^ 2 = (3 : ℝ) := Real.sq_sqrt (by norm_num)
  -- the Zeeman operator is diagonal in the uncoupled basis
  have hz : zeeman = Matrix.diagonal
      (fun p => (!![0, -2; 1, -1; 2, 0] : Matrix (Fin 3) (Fin 2) ℝ) p.1 p.2) := by
    ext ⟨a, b⟩ ⟨c, d⟩
    fin_cases a <;> fin_cases b <;> fin_cases c <;> fin_cases d <;>
      simp [zeeman, Lz, Sz] <;> norm_num
  ext i j
  simp only [moment, hz, Matrix.of_apply, dotProduct, Matrix.mulVec_diagonal,
    Fintype.sum_prod_type]
  fin_cases i <;> fin_cases j <;>
    simp [state, Fin.sum_univ_succ] <;>
    ring_nf <;> simp only [h2, h3] <;> ring

/-- For positive coupling `ζ` and thermal energy `T`, the Van Vleck formula for the t2g^1 states
gives Kotani's function of `ζ/T`. -/
theorem vanVleck_eq_kotani {ζ T : ℝ} (hζ : 0 < ζ) (hT : 0 < T) :
    vanVleck (level ζ) moment T = kotani (ζ / T) := by
  have hζ' := hζ.ne'
  have hT' := hT.ne'
  have e1 : ζ + ζ / 2 = 3 * ζ / 2 := by ring
  have e2 : -(ζ / 2) - ζ = -(3 * ζ / 2) := by ring
  have key : ∀ i j, (if level ζ j = level ζ i then 0 else
      moment i j ^ 2 / (level ζ j - level ζ i)) =
      moment i j ^ 2 / (level ζ j - level ζ i) := by
    intro i j
    split_ifs with h
    · simp [h]
    · rfl
  -- first- and second-order Zeeman contribution of each state
  have hs : ∀ i, moment i i ^ 2 / T + 2 * ∑ j, moment i j ^ 2 / (level ζ j - level ζ i) =
      (![0, 0, 8/(3*ζ), 8/(3*ζ), 1/T - 8/(3*ζ), 1/T - 8/(3*ζ)] : Fin 6 → ℝ) i := by
    intro i
    rw [moment_eq]
    fin_cases i <;> simp [level, Fin.sum_univ_succ, e1, e2] <;> field_simp <;> ring
  -- Boltzmann factors relative to the quartet
  have hb : ∀ i, Real.exp (-level ζ i / T) = Real.exp (ζ / 2 / T) *
      (![1, 1, 1, 1, Real.exp (-(3 * (ζ / T) / 2)), Real.exp (-(3 * (ζ / T) / 2))] :
        Fin 6 → ℝ) i := by
    have h : Real.exp (-ζ / T) = Real.exp (ζ / 2 / T) * Real.exp (-(3 * (ζ / T) / 2)) := by
      rw [← Real.exp_add]
      congr 1
      ring
    intro i
    fin_cases i <;> simp [level, h]
  simp only [vanVleck, kotani, key, hs, hb]
  have hA := Real.exp_pos (ζ / 2 / T)
  have hq := Real.exp_pos (-(3 * (ζ / T) / 2))
  generalize Real.exp (ζ / 2 / T) = A at *
  generalize Real.exp (-(3 * (ζ / T) / 2)) = q at *
  have hN : ∑ i, (![0, 0, 8/(3*ζ), 8/(3*ζ), 1/T - 8/(3*ζ), 1/T - 8/(3*ζ)] : Fin 6 → ℝ) i *
      (A * (![1, 1, 1, 1, q, q] : Fin 6 → ℝ) i) =
      A * (16/(3*ζ) + 2 * (1/T - 8/(3*ζ)) * q) := by
    simp [Fin.sum_univ_succ]
    ring
  have hZ : ∑ i, A * (![1, 1, 1, 1, q, q] : Fin 6 → ℝ) i = 2 * A * (2 + q) := by
    simp [Fin.sum_univ_succ]
    ring
  have hq2 : 2 + q ≠ 0 := by positivity
  rw [hN, hZ]
  field_simp
  ring

/-- Kotani's squared moment is positive for `x > 0`. -/
theorem kotani_pos {x : ℝ} (hx : 0 < x) : 0 < kotani x := by
  have h1 : Real.exp (-(3 * x / 2)) < 1 := Real.exp_lt_one_iff.mpr (by linarith)
  have h0 := Real.exp_pos (-(3 * x / 2))
  have h2 := mul_pos hx h0
  exact div_pos (by nlinarith) (by positivity)

/-- Kotani's squared moment tends to 5 as `x` tends to 0 from above. -/
theorem kotani_tendsto_five : Tendsto kotani (𝓝[>] 0) (𝓝 5) := by
  have hd : HasDerivAt (fun x : ℝ => Real.exp (-(3 * x / 2))) (-(3 / 2)) 0 := by
    have h : HasDerivAt (fun x : ℝ => -(3 * x / 2)) (-(3 * 1 / 2)) 0 :=
      (((hasDerivAt_id (0 : ℝ)).const_mul 3).div_const 2).fun_neg
    exact h.exp.congr_deriv (by norm_num)
  have hs := hd.tendsto_slope_zero_right
  have he : Tendsto (fun x : ℝ => Real.exp (-(3 * x / 2))) (𝓝[>] 0) (𝓝 1) := by
    have h := hd.continuousAt.tendsto.mono_left (nhdsWithin_le_nhds (s := Set.Ioi 0))
    simpa using h
  have h := ((hs.const_mul (-8)).add (he.const_mul 3)).div (he.const_add 2) (by norm_num)
  have h5 : (-8 * -(3 / 2) + 3 * 1) / (2 + 1) = (5 : ℝ) := by norm_num
  rw [h5] at h
  refine h.congr' ?_
  filter_upwards [self_mem_nhdsWithin] with x hx
  have hx' : x ≠ 0 := ne_of_gt hx
  have hq := Real.exp_pos (-(3 * x / 2))
  simp only [Pi.div_apply, kotani, smul_eq_mul, zero_add, mul_zero, zero_div, neg_zero,
    Real.exp_zero]
  generalize Real.exp (-(3 * x / 2)) = q at *
  have hq2 : 2 + q ≠ 0 := by positivity
  field_simp
  ring

/-- For large `x`, the product of `x` and Kotani's squared moment tends to 4. -/
theorem mul_kotani_tendsto_four : Tendsto (fun x => x * kotani x) atTop (𝓝 4) := by
  have hu : Tendsto (fun x : ℝ => 3 * x / 2) atTop atTop :=
    (tendsto_id.const_mul_atTop (by norm_num : (0 : ℝ) < 3)).atTop_div_const (by norm_num)
  have he := Real.tendsto_exp_neg_atTop_nhds_zero.comp hu
  have hm := (Real.tendsto_pow_mul_exp_neg_atTop_nhds_zero 1).comp hu
  have h := (((hm.const_mul 2).sub (he.const_mul 8)).const_add 8).div
    (he.const_add 2) (by norm_num)
  have h4 : (8 + (2 * 0 - 8 * 0)) / (2 + 0) = (4 : ℝ) := by norm_num
  rw [h4] at h
  refine h.congr' ?_
  filter_upwards [eventually_gt_atTop 0] with x hx
  have hq := Real.exp_pos (-(3 * x / 2))
  simp only [Pi.div_apply, Function.comp_apply, kotani, pow_one]
  generalize Real.exp (-(3 * x / 2)) = q at *
  have hq2 : 2 + q ≠ 0 := by positivity
  field_simp

/-- For `ζ > 0`, the squared effective moment of t2g^1 is positive at every thermal energy `T > 0`,
tends to 5 at high temperature, and tends to 0 as `T` tends to 0 from above. -/
theorem t2g1_moment {ζ : ℝ} (hζ : 0 < ζ) :
    (∀ T, 0 < T → 0 < vanVleck (level ζ) moment T) ∧
    Tendsto (vanVleck (level ζ) moment) atTop (𝓝 5) ∧
    Tendsto (vanVleck (level ζ) moment) (𝓝[>] 0) (𝓝 0) := by
  refine ⟨fun T hT => ?_, ?_, ?_⟩
  · rw [vanVleck_eq_kotani hζ hT]
    exact kotani_pos (div_pos hζ hT)
  · -- high temperature is small `x = ζ/T`
    have hx : Tendsto (fun T : ℝ => ζ / T) atTop (𝓝[>] 0) := by
      refine tendsto_nhdsWithin_iff.mpr ⟨tendsto_const_nhds.div_atTop tendsto_id, ?_⟩
      filter_upwards [eventually_gt_atTop 0] with T hT
      exact div_pos hζ hT
    refine (kotani_tendsto_five.comp hx).congr' ?_
    filter_upwards [eventually_gt_atTop 0] with T hT
    exact (vanVleck_eq_kotani hζ hT).symm
  · -- low temperature is large `x`, where the squared moment falls off as `4/x`
    have hk : Tendsto kotani atTop (𝓝 0) := by
      have h := mul_kotani_tendsto_four.mul tendsto_inv_atTop_zero
      rw [mul_zero] at h
      refine h.congr' ?_
      filter_upwards [eventually_gt_atTop 0] with x hx
      have hx' : x ≠ 0 := hx.ne'
      rw [mul_comm x, mul_assoc, mul_inv_cancel₀ hx', mul_one]
    have hx : Tendsto (fun T : ℝ => ζ * T⁻¹) (𝓝[>] 0) atTop :=
      tendsto_inv_nhdsGT_zero.const_mul_atTop hζ
    refine (hk.comp hx).congr' ?_
    filter_upwards [self_mem_nhdsWithin] with T hT
    rw [vanVleck_eq_kotani hζ hT, Function.comp_apply, div_eq_mul_inv]

end KotaniMoment
```

```lean
#print axioms KotaniMoment.state_orthonormal
-- 'KotaniMoment.state_orthonormal' depends on axioms: [propext, Classical.choice, Quot.sound]
#print axioms KotaniMoment.spinOrbit_state
-- 'KotaniMoment.spinOrbit_state' depends on axioms: [propext, Classical.choice, Quot.sound]
#print axioms KotaniMoment.t2g1_moment
-- 'KotaniMoment.t2g1_moment' depends on axioms: [propext, Classical.choice, Quot.sound]
```

## How the Lean objects and lemmas match the model

The index type `Fin 3 × Fin 2` labels the product basis, and `⊗ₖ` is the Kronecker product. `spinOrbit ζ` is \(H\), `zeeman` is \(M\), `state k` is \(\psi_k\), `level ζ` lists the energies and `moment` is \(W\). All matrices are real, so transposes serve as adjoints.

`state_orthonormal` and `spinOrbit_state` run through the finite indices with `fin_cases` and simplify the square roots. Six orthonormal states fill the six-dimensional space, so the thermal sum omits nothing. `moment_eq` first shows that `zeeman` is diagonal (`hz`), then evaluates all 36 elements; the result is diagonal within each level, as the Van Vleck formula requires.

In `vanVleck_eq_kotani`, `key` removes the test for equal energies, which is harmless because Lean sets division by zero to zero. `hs` computes the six brackets and `hb` factors the Boltzmann weights. `hN` and `hZ` add up the numerator and the partition function, and `field_simp` and `ring` finish the algebra.

`kotani_pos` uses \(q<1\) and \(xq>0\). `kotani_tendsto_five` turns the derivative of \(q\) into the limit of a difference quotient, and `mul_kotani_tendsto_four` uses the decay of \(q\) and \(xq\).

The final theorem, `t2g1_moment`, says that for every `ζ > 0` the Van Vleck expression is positive at each `T > 0`, tends to 5 as `T` grows without bound (`atTop`), and tends to 0 as `T` approaches 0 from above (`𝓝[>] 0`). Its proof substitutes \(x=\zeta/T\) into the results for \(f\).

## What is established, and for which ion

The energies and Zeeman elements are derived from the two operators, and the closed formula from the Van Vleck expression. That expression itself enters as a definition: the file does not obtain it from the free energy in a field.

The model has one electron, a perfect octahedron and a field along \(z\). It leaves out distortion, covalency and mixing with the eg orbitals. The limit 0 therefore belongs to a quartet with no first-order moment, and a real ion whose quartet is split or mixed can behave differently at low temperature.

The condition \(\zeta>0\) excludes \(\zeta=0\), where all six states are degenerate and `moment` is no longer diagonal within the level. The defined expression then equals 1 at every positive temperature, which is an artefact of the chosen states: in the product basis, where \(M\) is diagonal, the same formula gives 5 at every positive temperature.

The theorems concern real numbers; the rounding error of a floating-point implementation is a separate question.
